# The squared norm of a differentiable state vector changes at the rate 2 Re⟨w, w′⟩

Let a vector `w` in a complex inner product space depend on a real parameter, such as time, and let it have derivative `w'` at `t` within a set `s` of parameter values. The lemma says that the squared norm ‖w‖² then has derivative 2 Re⟨w(t), w′⟩ at `t` within `s`. The vector need not be normalised, the space may have any dimension, and no Schrödinger equation or Hamiltonian is assumed. The attempt tries to prove this in one step, by applying Mathlib's `HasDerivWithinAt.norm_sq` to the hypothesis `h`.

Lean 4 with Mathlib refuses this proof:

```lean
import Mathlib

open Complex Set

namespace HasDerivWithinAtNormSq

noncomputable section

variable {E : Type*} [NormedAddCommGroup E] [InnerProductSpace ℂ E]

/-- The squared norm of a differentiable curve changes at the rate `2 Re ⟨w, w'⟩`. -/
theorem hasDerivWithinAt_norm_sq {w : ℝ → E} {w' : E} {s : Set ℝ} {t : ℝ}
    (h : HasDerivWithinAt w w' s t) :
    HasDerivWithinAt (fun x => ‖w x‖ ^ 2) (2 * (inner ℂ (w t) w').re) s t :=
  h.norm_sq

end

end HasDerivWithinAtNormSq
```

Lean reports:

```
Main.lean:15:2: error: Type mismatch
  HasDerivWithinAt.norm_sq ?m.54
has type
  HasDerivWithinAt (fun x => ‖?m.50 x‖ ^ 2) (2 * inner ℝ (?m.50 ?m.53) ?m.51) ?m.52 ?m.53
but is expected to have type
  HasDerivWithinAt (fun x => ‖w x‖ ^ 2) (2 * (inner ℂ (w t) w').re) s t
```

Diagnosis. The message says that `HasDerivWithinAt.norm_sq` gives the derivative as `2 * inner ℝ …`, with a real inner product, while the goal has `2 * (inner ℂ (w t) w').re`, the real part of a complex one. Mathematically the two agree, but Lean did not match the one expression with the other, so it rejected the term.

The repair avoids the real inner product. In `h1` it differentiates the complex inner product of `w` with itself by `HasDerivWithinAt.inner ℂ`, and takes the real part through the continuous linear map `Complex.reCLM`. The function is now Re⟨w, w⟩, which `hfun` identifies with the squared norm, so that `rw [hfun]` puts the goal in the same form. The derivative is now the real part of ⟨w(t), w′⟩ + ⟨w′, w(t)⟩. The two terms are complex conjugates, so their real parts are equal, as `hsymm` proves. The last line uses this to turn the sum into the required `2 * (inner ℂ (w t) w').re`.

The repair, with which the file compiles:

```diff
@@ -12,6 +12,15 @@
 theorem hasDerivWithinAt_norm_sq {w : ℝ → E} {w' : E} {s : Set ℝ} {t : ℝ}
     (h : HasDerivWithinAt w w' s t) :
-    HasDerivWithinAt (fun x => ‖w x‖ ^ 2) (2 * (inner ℂ (w t) w').re) s t :=
-  h.norm_sq
+    HasDerivWithinAt (fun x => ‖w x‖ ^ 2) (2 * (inner ℂ (w t) w').re) s t := by
+  -- differentiate `⟨w, w⟩` and take the real part
+  have h1 : HasDerivWithinAt (fun x => (inner ℂ (w x) (w x)).re)
+      (inner ℂ (w t) w' + inner ℂ w' (w t)).re s t :=
+    Complex.reCLM.hasFDerivAt.comp_hasDerivWithinAt t (HasDerivWithinAt.inner ℂ h h)
+  have hfun : (fun x => ‖w x‖ ^ 2) = fun x => (inner ℂ (w x) (w x)).re :=
+    funext fun x => (inner_self_eq_norm_sq (𝕜 := ℂ) (w x)).symm
+  have hsymm : (inner ℂ w' (w t)).re = (inner ℂ (w t) w').re := by
+    rw [← inner_conj_symm w' (w t), Complex.conj_re]
+  rw [hfun]
+  exact h1.congr_deriv (by rw [Complex.add_re, hsymm]; ring)
 
 end
```
